# A Large Enough Level Shift Makes the Symmetric Orbital Locally Attracting in a Two-Site SCF Iteration

## Charge that sloshes between two sites

Put one orbital on two equivalent sites, and let its density repel itself through a mean field. If an iterate has slightly too much density on one site, the potential there rises, and the next ground orbital prefers the other site. The imbalance thus changes sign at every step, and when the repulsion is strong, a small imbalance also grows.

A level shift lowers the energy of the current orbital by $s$ before the next diagonalization, so that the new orbital stays closer to the old one. How large must $s$ be for a small imbalance to die out? In this one-orbital, two-site model the threshold can be found exactly, which gives a solvable case of the level shifting used against oscillating SCF iterations in electronic structure.

## The model and its threshold

Number the sites 0 and 1. An orbital $x=(x_0,x_1)$ has positive amplitudes and $x_0^2+x_1^2=1$. Its density is $\rho=(x_0^2,x_1^2)$ and its polarization is $d=x_0^2-x_1^2$. The Hamiltonian built from it is

$$H=L+a\,\mathrm{Diag}(L^{-1}\rho)-s\,xx^T,\qquad L=\begin{pmatrix}2&-1\\-1&2\end{pmatrix}.$$

Here $L$ is the kinetic matrix, and $L^{-1}\rho$ is the potential that solves the discrete Poisson equation with source $\rho$. The constant $a>0$ is the strength of the repulsion, and $s\ge 0$ is the level shift. One SCF step replaces $x$ by a ground vector of $H$.

The polarization after the step is a function $F(d)$ of the old one alone, with

$$F(0)=0,\qquad F'(0)=\frac{s-a/3}{2+s},\qquad |F'(0)|<1\iff s>\frac a6-1.$$

Without a shift the condition is $a<6$. If $s>a/6-1$, every SCF sequence of positive orbitals that starts with small enough polarization has polarization tending to zero. If $s<a/6-1$, every such sequence with non-zero initial polarization at some step reaches a distance $\delta>0$ from zero, where $\delta$ doesn't depend on the sequence.

## Reduction to a two-level problem

The inverse of $L$ is $\frac13\begin{pmatrix}2&1\\1&2\end{pmatrix}$. Normalization gives $x_0^2=(1+d)/2$ and $x_1^2=(1-d)/2$, so

$$L^{-1}\rho=\left(\tfrac12+\tfrac d6,\ \tfrac12-\tfrac d6\right).$$

Inserting this in $H$ and collecting terms yields

$$H=\begin{pmatrix}c+z&-w\\-w&c-z\end{pmatrix},$$

$$c=2+\tfrac a2-\tfrac s2,\qquad z=\left(\tfrac a6-\tfrac s2\right)d,\qquad w=1+s\,x_0x_1>0.$$

Let $y$ be a normalized ground vector with eigenvalue $E$, and write $\varepsilon=c-E$. The eigenvalue equations are

$$(\varepsilon+z)y_0=wy_1,\qquad(\varepsilon-z)y_1=wy_0.$$

Multiplying the first by $\varepsilon-z$ and using the second gives $(\varepsilon^2-z^2-w^2)y_0=0$. The same argument with the roles exchanged gives this for $y_1$. Since $y\neq0$, $\varepsilon^2=z^2+w^2$. The ground energy is at most each diagonal entry of $H$, so $\varepsilon\ge|z|\ge0$, and therefore $\varepsilon=R$ with $R=\sqrt{z^2+w^2}>0$.

Now multiply the first equation by $y_0$, the second by $y_1$, and subtract:

$$R\,(y_0^2-y_1^2)+z\,(y_0^2+y_1^2)=0,\qquad\text{so}\qquad y_0^2-y_1^2=-\frac zR.$$

## The update rule and its slope

From $1-d^2=(x_0^2+x_1^2)^2-(x_0^2-x_1^2)^2=4x_0^2x_1^2$ and positivity, $2x_0x_1=\sqrt{1-d^2}$. Hence

$$F(d)=g(d)\,d,\qquad g(d)=\frac{s/2-a/6}{R(d)},$$

$$R(d)=\sqrt{\left(\tfrac s2-\tfrac a6\right)^2d^2+\left(1+\tfrac s2\sqrt{1-d^2}\right)^2}.$$

The factor $g$ is continuous at zero and $R(0)=1+s/2$. Thus $F'(0)=\lim_{d\to0}F(d)/d=g(0)=(s-a/3)/(2+s)$.

The modulus is below 1 when $-(2+s)<s-a/3<2+s$. The right inequality always holds because $a>0$; the left one is $s>a/6-1$. If instead $s<a/6-1$, then $s-a/3<-(2+s)$, and the modulus is above 1.

For the iteration, let $d_n$ be the polarization at step $n$. If $|g(0)|<1$, choose $q$ with $|g(0)|<q<1$. Then $|g|<q$ on some interval $|d|<\delta$, and a start in it gives $|d_n|\le q^n|d_0|\to0$. If $|g(0)|>1$, choose $q$ with $1<q<|g(0)|$ and an interval on which $|g|>q$. A sequence that stayed inside would satisfy $|d_n|\ge q^n|d_0|$, which is unbounded when $d_0\ne0$.

## One step with numbers

Take $a=12$ and $x=(2,1)/\sqrt5$, so that $d=0.6$ and $x_0x_1=0.4$. The threshold is $s=1$.

- For $s=0$: $z=1.2$ and $w=1$, so the new polarization is $-1.2/\sqrt{2.44}\approx-0.77$. The imbalance has flipped and grown.
- For $s=2$: $z=0.6$ and $w=1.8$, so the new polarization is $-0.6/\sqrt{3.6}\approx-0.32$. It has flipped and shrunk.

The slopes at zero are $-2$ and $-1/2$.

## How the Lean statements express the physics

`lap`, `dens` and `fock` are $L$, $\rho$ and $H$, with the actual matrix inverse `lap⁻¹` in the potential. `pol` is the polarization, and `IsOrbital` demands positive amplitudes and unit norm. `IsGround H y` says that $y$ is a unit eigenvector whose eigenvalue $E$ satisfies $E\,v\cdot v\le v\cdot Hv$ for every real $v$; it leaves the sign of $y$ free. `scfMap a s` is $F$, and `halfGap a s` is $R$.

`scf_step` connects $F$ to the actual eigenvectors. `level_shift_threshold` contains the fixed point, the derivative and the criterion, and `unshifted_threshold` treats $s=0$. In `scf_converges` and `scf_unstable` a sequence `x : ℕ → Fin 2 → ℝ` consists of positive orbitals, each a ground vector of the Hamiltonian built from its predecessor.

The convergence is local, and no value of $\delta$ is given. The borderline $s=a/6-1$ is left open for the iteration, as is the long-time behaviour of an unstable sequence. The model has real amplitudes, two sites and a single orbital.

```lean
import Mathlib

open Matrix Filter Topology

namespace RoothaanLevelShift

noncomputable section

/-- The two-site kinetic matrix `L`. -/
def lap : Matrix (Fin 2) (Fin 2) ℝ := !![2, -1; -1, 2]

/-- The site density of an orbital. -/
def dens (x : Fin 2 → ℝ) : Fin 2 → ℝ := fun i => x i ^ 2

/-- The level-shifted mean-field Hamiltonian `L + a Diag(L⁻¹ ρ) - s x xᵀ`. -/
def fock (a s : ℝ) (x : Fin 2 → ℝ) : Matrix (Fin 2) (Fin 2) ℝ :=
  lap + a • Matrix.diagonal (lap⁻¹ *ᵥ dens x) - s • Matrix.vecMulVec x x

/-- The polarization: the density difference between the two sites. -/
def pol (x : Fin 2 → ℝ) : ℝ := x 0 ^ 2 - x 1 ^ 2

/-- A normalized orbital with positive amplitudes. -/
def IsOrbital (x : Fin 2 → ℝ) : Prop := 0 < x 0 ∧ 0 < x 1 ∧ x 0 ^ 2 + x 1 ^ 2 = 1

/-- A normalized eigenvector whose eigenvalue bounds the energy form from below. -/
def IsGround (H : Matrix (Fin 2) (Fin 2) ℝ) (y : Fin 2 → ℝ) : Prop :=
  y 0 ^ 2 + y 1 ^ 2 = 1 ∧
    ∃ E : ℝ, H *ᵥ y = E • y ∧ ∀ v : Fin 2 → ℝ, E * (v ⬝ᵥ v) ≤ v ⬝ᵥ (H *ᵥ v)

/-- The two-level matrix with mean energy `c`, detuning `z` and coupling `w`. -/
def twoLevel (c z w : ℝ) : Matrix (Fin 2) (Fin 2) ℝ := !![c + z, -w; -w, c - z]

/-- Half the level splitting of the shifted Hamiltonian, as a function of polarization. -/
def halfGap (a s d : ℝ) : ℝ :=
  √(((s / 2 - a / 6) * d) ^ 2 + (1 + s / 2 * √(1 - d ^ 2)) ^ 2)

/-- The update rule for the polarization in one self-consistent-field step. -/
def scfMap (a s d : ℝ) : ℝ := (s / 2 - a / 6) * d / halfGap a s d

/-- The polarization of a two-level ground vector is minus the detuning over half the gap. -/
theorem ground_pol {c z w : ℝ} (hw : 0 < w) {y : Fin 2 → ℝ}
    (h : IsGround (twoLevel c z w) y) : pol y = -z / √(z ^ 2 + w ^ 2) := by
  obtain ⟨hy, E, hE, hmin⟩ := h
  have h0 := congrFun hE 0
  have h1 := congrFun hE 1
  have m0 := hmin ![1, 0]
  have m1 := hmin ![0, 1]
  simp [twoLevel, Matrix.mulVec, dotProduct, Fin.sum_univ_two] at h0 h1 m0 m1
  have A : (c - E + z) * y 0 - w * y 1 = 0 := by linear_combination h0
  have B : (c - E - z) * y 1 - w * y 0 = 0 := by linear_combination h1
  have he : 0 ≤ c - E := by linarith
  -- the secular equation
  have key : (c - E) ^ 2 = z ^ 2 + w ^ 2 := by
    linear_combination y 0 * ((c - E - z) * A + w * B) + y 1 * ((c - E + z) * B + w * A)
      - ((c - E) ^ 2 - z ^ 2 - w ^ 2) * hy
  have hpos : 0 < c - E := by
    rcases he.eq_or_lt with h | h
    · rw [← h] at key
      nlinarith [sq_nonneg z, pow_pos hw 2]
    · exact h
  rw [← key, Real.sqrt_sq he, eq_div_iff hpos.ne']
  unfold pol
  linear_combination y 0 * A - y 1 * B - z * hy

/-- For a unit positive orbital the shifted Hamiltonian is a two-level matrix whose detuning
is proportional to the polarization. -/
theorem fock_eq (a s : ℝ) {x : Fin 2 → ℝ} (hx : IsOrbital x) :
    fock a s x = twoLevel (2 + a / 2 - s / 2) ((a / 6 - s / 2) * pol x)
      (1 + s * (x 0 * x 1)) := by
  have u := hx.2.2
  have hinv : lap⁻¹ = !![2 / 3, 1 / 3; 1 / 3, 2 / 3] := by
    apply Matrix.inv_eq_right_inv
    ext i j
    fin_cases i <;> fin_cases j <;>
      norm_num [lap, Matrix.mul_apply, Fin.sum_univ_two]
  unfold fock
  rw [hinv]
  ext i j
  fin_cases i <;> fin_cases j <;>
    simp [lap, dens, pol, twoLevel, Matrix.vecMulVec_apply, dotProduct,
      Fin.sum_univ_two] <;>
    first
      | linear_combination (a / 2 - s / 2) * u
      | ring

/-- Every step can be carried out: the shifted Hamiltonian of a positive unit orbital has a
ground vector that is again a positive unit orbital. -/
theorem scf_step_exists {a s : ℝ} (hs : 0 ≤ s) {x : Fin 2 → ℝ} (hx : IsOrbital x) :
    ∃ y, IsOrbital y ∧ IsGround (fock a s x) y := by
  rw [fock_eq a s hx]
  have hw : 0 < 1 + s * (x 0 * x 1) := by
    have := mul_nonneg hs (mul_pos hx.1 hx.2.1).le
    linarith
  generalize 1 + s * (x 0 * x 1) = w at hw ⊢
  generalize (a / 6 - s / 2) * pol x = z
  generalize 2 + a / 2 - s / 2 = c
  obtain ⟨R, hR0, hR⟩ : ∃ R : ℝ, 0 ≤ R ∧ R ^ 2 = z ^ 2 + w ^ 2 :=
    ⟨√(z ^ 2 + w ^ 2), Real.sqrt_nonneg _, Real.sq_sqrt (by positivity)⟩
  have hp : 0 < R + z := by
    by_contra h
    have h1 : 0 ≤ -z - R := by linarith
    have h2 : 0 ≤ R - z := by linarith
    nlinarith [mul_nonneg h1 h2, pow_pos hw 2]
  obtain ⟨N, hN0, hN⟩ : ∃ N : ℝ, 0 < N ∧ N ^ 2 = w ^ 2 + (R + z) ^ 2 :=
    ⟨√(w ^ 2 + (R + z) ^ 2), Real.sqrt_pos.2 (by positivity), Real.sq_sqrt (by positivity)⟩
  have hu : (w / N) ^ 2 + ((R + z) / N) ^ 2 = 1 := by
    rw [div_pow, div_pow, ← add_div, ← hN, div_self (by positivity)]
  refine ⟨![w / N, (R + z) / N], ⟨div_pos hw hN0, div_pos hp hN0, hu⟩, hu, c - R, ?_, ?_⟩
  · ext i
    fin_cases i <;> simp [twoLevel, Matrix.mulVec, dotProduct, Fin.sum_univ_two] <;>
      first
        | linear_combination hR / N
        | ring
  · intro v
    -- the energy above the lowest level is a perfect square up to a positive factor
    have hQ : 0 ≤ (R + z) * v 0 ^ 2 - 2 * w * v 0 * v 1 + (R - z) * v 1 ^ 2 := by
      refine (mul_nonneg_iff_of_pos_left hp).1 ?_
      have e : (R + z) * ((R + z) * v 0 ^ 2 - 2 * w * v 0 * v 1 + (R - z) * v 1 ^ 2)
          = ((R + z) * v 0 - w * v 1) ^ 2 := by linear_combination v 1 ^ 2 * hR
      rw [e]
      positivity
    simp only [twoLevel, Matrix.mulVec, dotProduct, Fin.sum_univ_two, Matrix.of_apply,
      Matrix.cons_val_zero, Matrix.cons_val_one]
    linarith

/-- One self-consistent-field step sends the polarization `d` to `scfMap a s d`. -/
theorem scf_step {a s : ℝ} (hs : 0 ≤ s) {x y : Fin 2 → ℝ} (hx : IsOrbital x)
    (hy : IsGround (fock a s x) y) : pol y = scfMap a s (pol x) := by
  have h0 := hx.1
  have h1 := hx.2.1
  rw [fock_eq a s hx] at hy
  have hq : 1 - pol x ^ 2 = (2 * (x 0 * x 1)) ^ 2 := by
    unfold pol
    linear_combination -(x 0 ^ 2 + x 1 ^ 2 + 1) * hx.2.2
  rw [ground_pol (by positivity) hy, scfMap, halfGap, hq, Real.sqrt_sq (by positivity)]
  have e : ((a / 6 - s / 2) * pol x) ^ 2 + (1 + s * (x 0 * x 1)) ^ 2
      = ((s / 2 - a / 6) * pol x) ^ 2 + (1 + s / 2 * (2 * (x 0 * x 1))) ^ 2 := by ring
  rw [e]
  ring

/-- The amplification factor of the polarization tends to `(s - a/3)/(2 + s)` at zero
polarization. -/
theorem ratio_tendsto (a : ℝ) {s : ℝ} (hs : 0 ≤ s) :
    Tendsto (fun d => (s / 2 - a / 6) / halfGap a s d) (𝓝 0)
      (𝓝 ((s - a / 3) / (2 + s))) := by
  have hc : Continuous (halfGap a s) := by
    unfold halfGap
    fun_prop
  have h0 : halfGap a s 0 = 1 + s / 2 := by
    rw [halfGap, show (1 : ℝ) - 0 ^ 2 = 1 by norm_num, Real.sqrt_one,
      show ((s / 2 - a / 6) * 0) ^ 2 + (1 + s / 2 * 1) ^ 2 = (1 + s / 2) ^ 2 by ring,
      Real.sqrt_sq (by positivity)]
  have hne : halfGap a s 0 ≠ 0 := by
    rw [h0]
    positivity
  have hv : (s / 2 - a / 6) / halfGap a s 0 = (s - a / 3) / (2 + s) := by
    rw [h0, div_eq_div_iff (by positivity) (by positivity)]
    ring
  rw [← hv]
  exact tendsto_const_nhds.div hc.continuousAt hne

/-- Zero polarization is a fixed point of the update rule, the slope there is
`(s - a/3)/(2 + s)`, and its modulus is below one exactly when `s > a/6 - 1`. -/
theorem level_shift_threshold {a s : ℝ} (ha : 0 < a) (hs : 0 ≤ s) :
    scfMap a s 0 = 0 ∧ HasDerivAt (scfMap a s) ((s - a / 3) / (2 + s)) 0 ∧
      (|(s - a / 3) / (2 + s)| < 1 ↔ a / 6 - 1 < s) := by
  have h2 : 0 < 2 + s := by linarith
  refine ⟨by simp [scfMap], ?_, ?_⟩
  · rw [hasDerivAt_iff_tendsto_slope]
    refine ((ratio_tendsto a hs).mono_left nhdsWithin_le_nhds).congr' ?_
    filter_upwards [self_mem_nhdsWithin] with d hd
    have hd' : d ≠ 0 := hd
    simp only [slope_def_field, scfMap, mul_zero, zero_div, sub_zero]
    rw [div_right_comm, mul_div_assoc, div_self hd', mul_one]
  · rw [abs_div, abs_of_pos h2, div_lt_one h2, abs_lt]
    constructor
    · rintro ⟨h, _⟩
      linarith
    · intro h
      constructor <;> linarith

/-- Without a level shift the slope at zero polarization has modulus below one exactly when
`a < 6`. -/
theorem unshifted_threshold {a : ℝ} (ha : 0 < a) : |deriv (scfMap a 0) 0| < 1 ↔ a < 6 := by
  obtain ⟨_, hd, hiff⟩ := level_shift_threshold ha le_rfl
  rw [hd.deriv, hiff]
  constructor <;> intro h <;> linarith

/-- Above the threshold, the polarization tends to zero along every self-consistent-field
sequence that starts with small enough polarization. -/
theorem scf_converges {a s : ℝ} (ha : 0 < a) (hs : 0 ≤ s) (h : a / 6 - 1 < s) :
    ∃ δ > 0, ∀ x : ℕ → Fin 2 → ℝ, (∀ n, IsOrbital (x n)) →
      (∀ n, IsGround (fock a s (x n)) (x (n + 1))) → |pol (x 0)| < δ →
      Tendsto (fun n => pol (x n)) atTop (𝓝 0) := by
  obtain ⟨q, hq, hq1⟩ := exists_between ((level_shift_threshold ha hs).2.2.2 h)
  have hq0 : 0 ≤ q := (abs_nonneg _).trans hq.le
  obtain ⟨δ, hδ, hb⟩ := Metric.eventually_nhds_iff.1
    ((ratio_tendsto a hs).abs.eventually_lt_const hq)
  refine ⟨δ, hδ, fun x hx hg h0 => ?_⟩
  -- the polarization shrinks at least geometrically
  have hn : ∀ n, |pol (x n)| ≤ q ^ n * |pol (x 0)| := by
    intro n
    induction n with
    | zero => simp
    | succ n ih =>
      have hl : |pol (x n)| < δ := by
        have := mul_le_mul_of_nonneg_right (pow_le_one₀ (n := n) hq0 hq1.le)
          (abs_nonneg (pol (x 0)))
        linarith
      have hr := hb (y := pol (x n)) (by rw [Real.dist_eq, sub_zero]; exact hl)
      rw [scf_step hs (hx n) (hg n), scfMap, mul_div_right_comm, abs_mul]
      calc _ ≤ q * |pol (x n)| := mul_le_mul_of_nonneg_right hr.le (abs_nonneg _)
        _ ≤ q * (q ^ n * |pol (x 0)|) := mul_le_mul_of_nonneg_left ih hq0
        _ = q ^ (n + 1) * |pol (x 0)| := by ring
  have ht := (tendsto_pow_atTop_nhds_zero_of_lt_one hq0 hq1).mul_const |pol (x 0)|
  rw [zero_mul] at ht
  exact squeeze_zero_norm hn ht

/-- Below the threshold there is a fixed distance from zero that the polarization reaches
along every self-consistent-field sequence with non-zero initial polarization. -/
theorem scf_unstable {a s : ℝ} (hs : 0 ≤ s) (h : s < a / 6 - 1) :
    ∃ δ > 0, ∀ x : ℕ → Fin 2 → ℝ, (∀ n, IsOrbital (x n)) →
      (∀ n, IsGround (fock a s (x n)) (x (n + 1))) → pol (x 0) ≠ 0 →
      ∃ n, δ ≤ |pol (x n)| := by
  have h2 : 0 < 2 + s := by linarith
  have hsl : 1 < |(s - a / 3) / (2 + s)| := by
    rw [abs_div, abs_of_pos h2, one_lt_div h2, lt_abs]
    right
    linarith
  obtain ⟨q, hq1, hq⟩ := exists_between hsl
  have hq0 : 0 ≤ q := by linarith
  obtain ⟨δ, hδ, hb⟩ := Metric.eventually_nhds_iff.1
    ((ratio_tendsto a hs).abs.eventually_const_lt hq)
  refine ⟨δ, hδ, fun x hx hg h0 => ?_⟩
  by_contra hcon
  push Not at hcon
  -- as long as it stays small, the polarization grows at least geometrically
  have hn : ∀ n, q ^ n * |pol (x 0)| ≤ |pol (x n)| := by
    intro n
    induction n with
    | zero => simp
    | succ n ih =>
      have hr := hb (y := pol (x n)) (by rw [Real.dist_eq, sub_zero]; exact hcon n)
      rw [scf_step hs (hx n) (hg n), scfMap, mul_div_right_comm, abs_mul]
      calc q ^ (n + 1) * |pol (x 0)| = q * (q ^ n * |pol (x 0)|) := by ring
        _ ≤ q * |pol (x n)| := mul_le_mul_of_nonneg_left ih hq0
        _ ≤ _ := mul_le_mul_of_nonneg_right hr.le (abs_nonneg _)
  obtain ⟨n, hbig⟩ := pow_unbounded_of_one_lt (δ / |pol (x 0)|) hq1
  rw [div_lt_iff₀ (abs_pos.2 h0)] at hbig
  linarith [hn n, hcon n]

end

end RoothaanLevelShift
```

```lean
#print axioms RoothaanLevelShift.level_shift_threshold
#print axioms RoothaanLevelShift.unshifted_threshold
#print axioms RoothaanLevelShift.scf_converges
#print axioms RoothaanLevelShift.scf_unstable
```

```
'RoothaanLevelShift.level_shift_threshold' depends on axioms: [propext, Classical.choice, Quot.sound]
'RoothaanLevelShift.unshifted_threshold' depends on axioms: [propext, Classical.choice, Quot.sound]
'RoothaanLevelShift.scf_converges' depends on axioms: [propext, Classical.choice, Quot.sound]
'RoothaanLevelShift.scf_unstable' depends on axioms: [propext, Classical.choice, Quot.sound]
```

## From the matrix to the polarization

`fock_eq` is the reduction to two levels. It verifies the inverse of $L$ by multiplication and then compares the four entries, using normalization on the diagonal.

`ground_pol` follows the eigenvalue argument above. The hypotheses `A` and `B` are the two equations, `key` is the secular equation, and the test vectors `![1, 0]` and `![0, 1]` supply the bounds that select the lower level. Each `linear_combination` states which multiples of the known equations add up to the desired one. `scf_step` then rewrites the $\sqrt{1-d^2}$ in the definition of $R$ as $2x_0x_1$, after which the two formulas agree.

`scf_step_exists` shows that the iteration can always be continued within the positive orbitals. It exhibits the normalized vector $(w,R+z)/N$, where $N=\sqrt{w^2+(R+z)^2}$, with energy $c-R$. Minimality comes from a completed square:

$$(R+z)\,\bigl(v\cdot Hv-(c-R)\,v\cdot v\bigr)=\bigl((R+z)v_0-wv_1\bigr)^2,\qquad R+z>0.$$

## A derivative without differentiation rules

The proof turns on `hasDerivAt_iff_tendsto_slope`. This Mathlib lemma says that a function has derivative $m$ at a point exactly when its difference quotients tend to $m$ as the argument approaches the point without being equal to it. Since $F(0)=0$, the quotient at $d\ne0$ is $F(d)/d=g(d)$, whose limit is known from `ratio_tendsto` by continuity. The nested square roots never have to be differentiated.

In the code, `mono_left nhdsWithin_le_nhds` restricts the limit to $d\neq0$, and `congr'` exchanges $g$ for the difference quotient there.

The same limit drives the dynamics. `eventually_lt_const` and `eventually_const_lt` turn it into the bounds $|g|<q$ and $|g|>q$ near zero, and `Metric.eventually_nhds_iff` extracts the radius $\delta$. An induction, named `hn` in both theorems, gives the geometric estimates. `scf_converges` ends by squeezing $|d_n|$ to zero, and `scf_unstable` ends with a power of $q$ too large for the sequence to have stayed within $\delta$.
